# For one mode, the Bravyi-Kitaev update set, counting the mode's own qubit, has one element

In the Bravyi-Kitaev encoding, qubits store sums modulo 2 of fermionic occupation numbers, and the ones in column `j` of a binary matrix mark the qubits that flip when the occupation of mode `j` changes. The lemma treats the smallest register, with `2 ^ 0` sites, that is, a single mode, whose matrix is `[1]`. It states that the set of rows with a one in column `j` has exactly one element. The attempt first tries to show that this set is `{j}`, by taking any site `i`, proving `i = j` because both values are below 1, and leaving the membership statement to `simp`. The size would then follow from `Finset.card_singleton`.

This version doesn't compile in Lean 4 with Mathlib:

```lean
import Mathlib

open Matrix

namespace CardUpdateSetZero

/-- Two registers of `2^k` sites placed one after the other form a register of `2^(k+1)` sites. -/
def blockEquiv (k : ℕ) : Fin (2 ^ k) ⊕ Fin (2 ^ k) ≃ Fin (2 ^ (k + 1)) :=
  finSumFinEquiv.trans (finCongr (by ring))

/-- The last site of a register of `2^k` sites. -/
def lastSite (k : ℕ) : Fin (2 ^ k) :=
  ⟨2 ^ k - 1, Nat.sub_lt (Nat.two_pow_pos k) Nat.one_pos⟩

/-- The block `R`, with ones exactly in its last row. -/
def lastRow (k : ℕ) : Matrix (Fin (2 ^ k)) (Fin (2 ^ k)) (ZMod 2) :=
  Matrix.of fun i _ => if i = lastSite k then 1 else 0

/-- The Bravyi-Kitaev matrix: `B_0 = [1]` and `B_(k+1) = [[B_k, 0], [R, B_k]]`. -/
def bkMatrix : (k : ℕ) → Matrix (Fin (2 ^ k)) (Fin (2 ^ k)) (ZMod 2)
  | 0 => 1
  | k + 1 => Matrix.reindex (blockEquiv k) (blockEquiv k)
      (Matrix.fromBlocks (bkMatrix k) 0 (lastRow k) (bkMatrix k))

/-- The update set of mode `j`: the rows in which column `j` of `B_k` has a one. -/
def updateSet (k : ℕ) (j : Fin (2 ^ k)) : Finset (Fin (2 ^ k)) :=
  Finset.univ.filter fun i => bkMatrix k i j = 1

/-- For a single mode the update set has one element. -/
theorem card_updateSet_zero (j : Fin (2 ^ 0)) : (updateSet 0 j).card = 1 := by
  have h : updateSet 0 j = {j} := by
    ext i
    have hi : i.val < 1 := i.isLt
    have hj : j.val < 1 := j.isLt
    have hij : i = j := Fin.ext (by omega)
    subst hij
    simp [updateSet, bkMatrix]
  rw [h, Finset.card_singleton]

end CardUpdateSetZero
```

Compiling this gives:

```
Main.lean:31:34: error: unsolved goals
i : Fin (2 ^ 0)
hi hj : ↑i < 1
⊢ i = 0
```

What went wrong. The error says that the proof of `h` ends with a goal still open, `i = 0`. The `0` comes from `simp` itself. The update set is a filter of `Finset.univ`, and since the register has only one site, `simp` rewrites `Finset.univ` as `{0}`. Membership of `i` in the update set then includes the condition `i = 0`, while the rest of the statement simplifies away. The remaining goal is true, because `i` has a value below 1, but `simp` does not close it and no later step does.

The repair does not ask `simp` to simplify the membership statement, so `Finset.univ` is never rewritten. In `h1`, `simp` has only to show that the diagonal entry `bkMatrix 0 i i` is 1, which holds for the identity matrix whatever `i` is. The two directions of the equivalence are then given by hand: `Finset.mem_singleton_self` puts `i` in `{i}`, and `Finset.mem_filter.mpr` puts `i` in the update set, from `Finset.mem_univ i` and `h1`.

The repair, with which the file compiles:

```diff
@@ -35,5 +35,7 @@
     have hij : i = j := Fin.ext (by omega)
     subst hij
-    simp [updateSet, bkMatrix]
+    have h1 : bkMatrix 0 i i = 1 := by simp [bkMatrix]
+    exact ⟨fun _ => Finset.mem_singleton_self i,
+      fun _ => Finset.mem_filter.mpr ⟨Finset.mem_univ i, h1⟩⟩
   rw [h, Finset.card_singleton]
 
```
